# With positive coefficients, an N-point Padé continued fraction has a 1/x tail for even N ≥ 2 and a nonzero constant limit for odd N

## Does the number of points decide the tail?

Take N ≥ 1, real coefficients a_1, …, a_N > 0 and arbitrary complex nodes z_j. Define denominators from the bottom up, for k = N−1, …, 1, and then the fraction C:

D_N(x) = 1

D_k(x) = 1 + a_(k+1) (x − z_k) / D_(k+1)(x)

C(x) = a_1 / D_1(x)

Padé continuation of Matsubara data uses a fraction of this form, with x as the frequency, but its coefficients are in general complex; here they are taken to be positive. A diagonal one-particle Green's function falls off as 1/x. I believe that C does so for even N, but levels off at a nonzero constant for odd N. Can this be made rigorous, with a machine-checked proof?

## Constant and linear growth alternate level by level

Yes, for positive coefficients. The claim holds as |x| → ∞ in any direction of the complex plane, and so along the real axis.

Start at the bottom, where D_N = 1, and move up one level at a time. Suppose first that D_(k+1) → c with c > 0. Dividing the recursion by x gives

D_k / x = 1/x + a_(k+1) (1 − z_k/x) / D_(k+1) → a_(k+1) / c

so D_k grows linearly. Suppose instead that D_(k+1)/x → c with c > 0. Then

D_k = 1 + a_(k+1) (1 − z_k/x) / (D_(k+1)/x) → 1 + a_(k+1) / c

so D_k tends to a constant. Both new limits are again positive, so the alternation continues. Hence D_k tends to a positive constant when N − k is even, and D_k/x does when N − k is odd.

Let c_1 be the limit obtained at k = 1. For odd N, D_1 → c_1 and

C = a_1 / D_1 → a_1 / c_1

For even N, D_1/x → c_1 and

x C = a_1 / (D_1/x) → a_1 / c_1

The smallest cases are C = a_1 for N = 1 and x C → a_1/a_2 for N = 2.

**What the Lean statements say.** `denom a z m k` is D_k with `m` levels below it, so N = k + m, and `pade a z N` is C, with the empty fraction set to 0. The coefficients are real and the nodes complex; both are infinite sequences, but positivity is required only for indices 1 to N. The filter `cobounded ℂ` expresses |x| → ∞ in the complex plane.

`pade_even` and `pade_odd` give a positive real limit `w` for x C(x) and C(x) respectively, the former for N ≠ 0. `pade_real_axis` states both for real x → +∞. `pade_odd_no_tail` adds that |x C(x)| diverges for odd N.

Positivity is assumed, not derived from a Green's function. It keeps the leading terms from cancelling, but coefficients fitted to Matsubara data are in general complex. For a diagonal fermionic Green's function positivity always fails: a_1 = C(z_1) is the value at the first Matsubara frequency used, and its imaginary part is nonzero. The theorems therefore do not cover that case directly. The theorems do not fix the tail's weight at 1, and they say nothing about accuracy at finite frequency.

```lean
import Mathlib

open Filter Topology Bornology

namespace PadeContinuationTail

noncomputable section

/-- The denominator `D_k(x)` of the continued fraction with `m` levels below it:
`D_k = 1 + a_(k+1) (x - z_k) / D_(k+1)`, ending in `1`. The formula is meant for those `x`
at which no lower denominator vanishes. -/
def denom (a : ℕ → ℝ) (z : ℕ → ℂ) : ℕ → ℕ → ℂ → ℂ
  | 0, _, _ => 1
  | m + 1, k, x => 1 + (a (k + 1) : ℂ) * (x - z k) / denom a z m (k + 1) x

/-- The `N`-point Padé continued fraction `C_N(x) = a_1 / D_1(x)`, with `C_0 = 0`.
The formula is meant for those `x` at which no denominator vanishes. -/
def pade (a : ℕ → ℝ) (z : ℕ → ℂ) : ℕ → ℂ → ℂ
  | 0, _ => 0
  | m + 1, x => (a 1 : ℂ) / denom a z m 1 x

/-- Far from the origin of the complex frequency plane the frequency is nonzero. -/
theorem eventually_ne_zero : ∀ᶠ x : ℂ in cobounded ℂ, x ≠ 0 := by
  filter_upwards [(tendsto_norm_cobounded_atTop (E := ℂ)).eventually_gt_atTop 0] with x hx
  exact norm_pos_iff.mp hx

/-- If a denominator tends to a nonzero constant `c` at large frequency, the next one up has a ratio
to `x` that tends to `a / c`. -/
theorem linear_of_constant {f : ℂ → ℂ} {a z c : ℂ} (hc : c ≠ 0)
    (hf : Tendsto f (cobounded ℂ) (𝓝 c)) :
    Tendsto (fun x => (1 + a * (x - z) / f x) / x) (cobounded ℂ) (𝓝 (a / c)) := by
  have hi : Tendsto (fun x : ℂ => x⁻¹) (cobounded ℂ) (𝓝 0) := tendsto_inv₀_cobounded
  have h : Tendsto (fun x => x⁻¹ + a * (1 - z * x⁻¹) / f x) (cobounded ℂ)
      (𝓝 (0 + a * (1 - z * 0) / c)) :=
    hi.add ((((hi.const_mul z).const_sub 1).const_mul a).div hf hc)
  have e : 0 + a * (1 - z * 0) / c = a / c := by ring
  rw [e] at h
  refine h.congr' ?_
  filter_upwards [eventually_ne_zero] with x hx
  have h1 : x * x⁻¹ = 1 := mul_inv_cancel₀ hx
  linear_combination (-(a / f x)) * h1

/-- If a denominator grows linearly with nonzero slope `c` at large frequency, the next one up
tends to the constant `1 + a / c`. -/
theorem constant_of_linear {f : ℂ → ℂ} {a z c : ℂ} (hc : c ≠ 0)
    (hf : Tendsto (fun x => f x / x) (cobounded ℂ) (𝓝 c)) :
    Tendsto (fun x => 1 + a * (x - z) / f x) (cobounded ℂ) (𝓝 (1 + a / c)) := by
  have hi : Tendsto (fun x : ℂ => x⁻¹) (cobounded ℂ) (𝓝 0) := tendsto_inv₀_cobounded
  have h : Tendsto (fun x => 1 + a * (1 - z * x⁻¹) / (f x / x)) (cobounded ℂ)
      (𝓝 (1 + a * (1 - z * 0) / c)) :=
    ((((hi.const_mul z).const_sub 1).const_mul a).div hf hc).const_add 1
  have e : 1 + a * (1 - z * 0) / c = 1 + a / c := by ring
  rw [e] at h
  refine h.congr' ?_
  filter_upwards [eventually_ne_zero] with x hx
  have h1 : x * x⁻¹ = 1 := mul_inv_cancel₀ hx
  simp only [div_div_eq_mul_div]
  linear_combination (-(a * z / f x)) * h1

/-- With positive coefficients, a denominator with an even number of levels below it tends to a
positive constant, and one with an odd number grows linearly with positive slope. -/
theorem denom_asymptotics (a : ℕ → ℝ) (z : ℕ → ℂ) (m : ℕ) :
    ∀ k : ℕ, (∀ j, k < j → j ≤ k + m → 0 < a j) →
      (Even m → ∃ c : ℝ, 0 < c ∧
        Tendsto (fun x => denom a z m k x) (cobounded ℂ) (𝓝 (c : ℂ))) ∧
      (Odd m → ∃ c : ℝ, 0 < c ∧
        Tendsto (fun x => denom a z m k x / x) (cobounded ℂ) (𝓝 (c : ℂ))) := by
  induction m with
  | zero =>
    intro k _
    exact ⟨fun _ => ⟨1, one_pos, by simp [denom]⟩, fun h => by simp at h⟩
  | succ m ih =>
    intro k ha
    obtain ⟨he, ho⟩ := ih (k + 1) (fun j h1 h2 => ha j (by omega) (by omega))
    have hk : 0 < a (k + 1) := ha _ (by omega) (by omega)
    constructor
    · intro hm
      obtain ⟨c, hc, h⟩ := ho (Nat.not_even_iff_odd.mp (Nat.even_add_one.mp hm))
      have hc' : (c : ℂ) ≠ 0 := by exact_mod_cast hc.ne'
      refine ⟨1 + a (k + 1) / c, by positivity, ?_⟩
      push_cast
      exact constant_of_linear hc' h
    · intro hm
      obtain ⟨c, hc, h⟩ := he (by obtain ⟨r, hr⟩ := hm; exact ⟨r, by omega⟩)
      have hc' : (c : ℂ) ≠ 0 := by exact_mod_cast hc.ne'
      refine ⟨a (k + 1) / c, by positivity, ?_⟩
      push_cast
      exact linear_of_constant hc' h

/-- For an even, nonzero number of points and positive coefficients, `x C_N(x)` tends to a
positive real number as `x` goes to infinity in the complex plane. -/
theorem pade_even (a : ℕ → ℝ) (z : ℕ → ℂ) {N : ℕ} (hN : N ≠ 0) (hE : Even N)
    (ha : ∀ j, 1 ≤ j → j ≤ N → 0 < a j) :
    ∃ w : ℝ, 0 < w ∧ Tendsto (fun x => x * pade a z N x) (cobounded ℂ) (𝓝 (w : ℂ)) := by
  obtain ⟨m, rfl⟩ : ∃ m, N = m + 1 := ⟨N - 1, by omega⟩
  obtain ⟨c, hc, h⟩ := (denom_asymptotics a z m 1
    (fun j h1 h2 => ha j (by omega) (by omega))).2
    (Nat.not_even_iff_odd.mp (Nat.even_add_one.mp hE))
  have hc' : (c : ℂ) ≠ 0 := by exact_mod_cast hc.ne'
  have h1 : 0 < a 1 := ha 1 le_rfl (by omega)
  refine ⟨a 1 / c, by positivity, ?_⟩
  push_cast
  refine ((tendsto_const_nhds (x := (a 1 : ℂ))).div h hc').congr fun x => ?_
  change (a 1 : ℂ) / (denom a z m 1 x / x) = x * ((a 1 : ℂ) / denom a z m 1 x)
  rw [div_div_eq_mul_div]
  ring

/-- For an odd number of points and positive coefficients, `C_N(x)` tends to a positive real
number as `x` goes to infinity in the complex plane. -/
theorem pade_odd (a : ℕ → ℝ) (z : ℕ → ℂ) {N : ℕ} (hO : Odd N)
    (ha : ∀ j, 1 ≤ j → j ≤ N → 0 < a j) :
    ∃ w : ℝ, 0 < w ∧ Tendsto (fun x => pade a z N x) (cobounded ℂ) (𝓝 (w : ℂ)) := by
  obtain ⟨r, rfl⟩ := hO
  obtain ⟨c, hc, h⟩ := (denom_asymptotics a z (2 * r) 1
    (fun j h1 h2 => ha j (by omega) (by omega))).1 ⟨r, by omega⟩
  have hc' : (c : ℂ) ≠ 0 := by exact_mod_cast hc.ne'
  have h1 : 0 < a 1 := ha 1 le_rfl (by omega)
  refine ⟨a 1 / c, by positivity, ?_⟩
  push_cast
  exact (tendsto_const_nhds (x := (a 1 : ℂ))).div h hc'

/-- For an odd number of points and positive coefficients, `|x C_N(x)|` grows without bound as
`x` goes to infinity in the complex plane. -/
theorem pade_odd_no_tail (a : ℕ → ℝ) (z : ℕ → ℂ) {N : ℕ} (hO : Odd N)
    (ha : ∀ j, 1 ≤ j → j ≤ N → 0 < a j) :
    Tendsto (fun x => ‖x * pade a z N x‖) (cobounded ℂ) atTop := by
  obtain ⟨w, hw, h⟩ := pade_odd a z hO ha
  have hw' : 0 < ‖(w : ℂ)‖ := norm_pos_iff.mpr (by exact_mod_cast hw.ne')
  simp only [norm_mul]
  exact (tendsto_norm_cobounded_atTop (E := ℂ)).atTop_mul_pos hw' h.norm

/-- As `x` tends to `+∞` along the real frequency axis, with positive coefficients, `x C_N(x)` has a
positive limit for even nonzero `N`, and `C_N(x)` has one for odd `N`. -/
theorem pade_real_axis (a : ℕ → ℝ) (z : ℕ → ℂ) (N : ℕ)
    (ha : ∀ j, 1 ≤ j → j ≤ N → 0 < a j) :
    (N ≠ 0 → Even N → ∃ w : ℝ, 0 < w ∧
      Tendsto (fun x : ℝ => (x : ℂ) * pade a z N x) atTop (𝓝 (w : ℂ))) ∧
    (Odd N → ∃ w : ℝ, 0 < w ∧
      Tendsto (fun x : ℝ => pade a z N x) atTop (𝓝 (w : ℂ))) := by
  have hr : Tendsto (fun x : ℝ => (x : ℂ)) atTop (cobounded ℂ) := by
    refine tendsto_norm_atTop_iff_cobounded.mp ?_
    simp only [Complex.norm_real, Real.norm_eq_abs]
    exact tendsto_abs_atTop_atTop
  constructor
  · intro hN hE
    obtain ⟨w, hw, h⟩ := pade_even a z hN hE ha
    exact ⟨w, hw, h.comp hr⟩
  · intro hO
    obtain ⟨w, hw, h⟩ := pade_odd a z hO ha
    exact ⟨w, hw, h.comp hr⟩

/-- With coefficients `1, -1, 1` and all nodes at zero, the three-point fraction equals `1 + x`
at every `x` other than `-1`. -/
theorem pade_negative_coefficient (x : ℂ) (hx : x ≠ -1) :
    pade (fun j => if j = 2 then -1 else 1) (fun _ => 0) 3 x = 1 + x := by
  have h : 1 + x ≠ 0 := fun h0 => hx (by linear_combination h0)
  have e : pade (fun j => if j = 2 then -1 else 1) (fun _ => 0) 3 x
      = 1 / (1 + (-1) * (x - 0) / (1 + 1 * (x - 0) / 1)) := by
    simp [pade, denom]
  -- over the common denominator `1 + x`, the numerator `(1 + x) - x` is `1`
  have d : 1 + (-1) * (x - 0) / (1 + 1 * (x - 0) / 1) = 1 / (1 + x) := by
    rw [sub_zero, one_mul, div_one, eq_div_iff h, add_mul, div_mul_cancel₀ _ h]
    ring
  rw [e, d, one_div_one_div]

end

end PadeContinuationTail
```

```lean
#print axioms PadeContinuationTail.pade_odd_no_tail
#print axioms PadeContinuationTail.pade_real_axis
#print axioms PadeContinuationTail.pade_negative_coefficient
```

```
'PadeContinuationTail.pade_odd_no_tail' depends on axioms: [propext, Classical.choice, Quot.sound]
'PadeContinuationTail.pade_real_axis' depends on axioms: [propext, Classical.choice, Quot.sound]
'PadeContinuationTail.pade_negative_coefficient' depends on axioms: [propext, Classical.choice, Quot.sound]
```

**How the proof follows the derivation.** `linear_of_constant` and `constant_of_linear` are the two steps above. Each assembles the limit of the rewritten expression, then uses `congr'` to return to the original one where x ≠ 0, which `eventually_ne_zero` guarantees far out. `linear_combination` checks the algebra.

`denom_asymptotics` is the induction on the number of levels `m`. It is stated for all `k`, because D_k calls on D_(k+1), and `positivity` confirms that each new limit is positive. `pade_even` and `pade_odd` then divide a_1 by the limit for D_1. `pade_odd_no_tail` multiplies a diverging |x| by a positive limit, and `pade_real_axis` composes the complex limits with the embedding of the real line.

`pade_negative_coefficient` shows what a wrong sign can do. With coefficients 1, −1, 1 and all nodes at zero, D_2 = 1 + x and D_1 = 1/(1 + x), so C = 1 + x for x ≠ −1. This three-point fraction grows instead of levelling off. The coinciding nodes keep the formula short; they are not a set of Matsubara points, which would be distinct.

**A version for complex coefficients.** The statement could also have been modelled with nonzero complex a_j and the explicit assumption that none of the successive limits 1 + a_(k+1)/c vanishes. The two one-step lemmas already accept complex numbers. The final limits would then be nonzero complex numbers instead of positive ones, and the assumption would have to be checked for each set of data.
